# The Hamiltonian of a star-shaped Majorana junction squares to |v|² and commutes with exactly the outer modes orthogonal to v

The Majorana operators are modelled here as elements $\gamma_0,\dots,\gamma_n$ of an arbitrary complex algebra, constrained only by the relations $\gamma_a\gamma_b+\gamma_b\gamma_a=2\delta_{ab}\,1$, and not as particular matrices on a Fock space. The central operator $\gamma_0$ is coupled to the $n$ outer ones with real strengths $v$ by the Hamiltonian $H=i\,\gamma_0\sum_{a=0}^{n-1}v_a\gamma_{a+1}$. The outer superpositions with real amplitudes that commute with $H$ are the ones with amplitudes orthogonal to $v$, provided that the algebra is nontrivial.

```lean
import Mathlib

open Matrix

namespace MajoranaJunction

noncomputable section

variable {A : Type*} [Ring A] [Algebra ℂ A] {n : ℕ}

/-- The Majorana (Clifford) relations: each operator squares to one and different ones
anticommute. -/
def IsMajorana (γ : Fin (n + 1) → A) : Prop :=
  ∀ a b, γ a * γ b + γ b * γ a = if a = b then (2 : ℂ) • (1 : A) else 0

/-- The superposition of the outer Majoranas `γ 1, …, γ n` with real amplitudes `w`. -/
def mode (γ : Fin (n + 1) → A) (w : Fin n → ℝ) : A :=
  ∑ a, (w a : ℂ) • γ a.succ

/-- The junction Hamiltonian `i γ₀ γ(v)`, which couples the central Majorana `γ 0` to the
outer ones with real strengths `v`. -/
def junction (γ : Fin (n + 1) → A) (v : Fin n → ℝ) : A :=
  Complex.I • (γ 0 * mode γ v)

/-- The anticommutator of two outer modes is twice the scalar product of their amplitudes. -/
theorem mode_anticommutator {γ : Fin (n + 1) → A} (hγ : IsMajorana γ) (v w : Fin n → ℝ) :
    mode γ v * mode γ w + mode γ w * mode γ v = (2 * ((v ⬝ᵥ w : ℝ) : ℂ)) • (1 : A) := by
  -- write both products as double sums with the same coefficients
  have h1 : mode γ v * mode γ w
      = ∑ a, ∑ b, ((v a : ℂ) * (w b : ℂ)) • (γ a.succ * γ b.succ) := by
    unfold mode
    rw [Finset.sum_mul_sum]
    refine Finset.sum_congr rfl fun a _ => Finset.sum_congr rfl fun b _ => ?_
    rw [smul_mul_smul_comm]
  have h2 : mode γ w * mode γ v
      = ∑ a, ∑ b, ((v a : ℂ) * (w b : ℂ)) • (γ b.succ * γ a.succ) := by
    unfold mode
    rw [Finset.sum_mul_sum, Finset.sum_comm]
    refine Finset.sum_congr rfl fun a _ => Finset.sum_congr rfl fun b _ => ?_
    rw [smul_mul_smul_comm]
    congr 1
    ring
  rw [h1, h2]
  -- only the diagonal terms survive
  simp only [← Finset.sum_add_distrib, ← smul_add, hγ _ _, Fin.succ_inj, smul_ite, smul_zero,
    Finset.sum_ite_eq, Finset.mem_univ, if_true, smul_smul, ← Finset.sum_smul]
  congr 1
  simp only [dotProduct, Complex.ofReal_sum, Complex.ofReal_mul, Finset.mul_sum]
  exact Finset.sum_congr rfl fun a _ => by ring

/-- The central Majorana anticommutes with every outer mode. -/
theorem central_anticommutes {γ : Fin (n + 1) → A} (hγ : IsMajorana γ) (w : Fin n → ℝ) :
    γ 0 * mode γ w = -(mode γ w * γ 0) := by
  unfold mode
  rw [Finset.mul_sum, Finset.sum_mul, ← Finset.sum_neg_distrib]
  refine Finset.sum_congr rfl fun a _ => ?_
  have h := hγ 0 a.succ
  rw [if_neg (Fin.succ_ne_zero a).symm] at h
  rw [mul_smul_comm, smul_mul_assoc, eq_neg_of_add_eq_zero_left h, smul_neg]

/-- The central Majorana squares to one. -/
theorem central_sq {γ : Fin (n + 1) → A} (hγ : IsMajorana γ) : γ 0 * γ 0 = 1 := by
  have h := hγ 0 0
  rw [if_pos rfl] at h
  calc γ 0 * γ 0 = (1 / 2 : ℂ) • (γ 0 * γ 0 + γ 0 * γ 0) := by module
    _ = 1 := by rw [h, smul_smul]; norm_num

/-- If the Majoranas are Hermitian, so is the junction Hamiltonian. -/
theorem junction_selfAdjoint [StarRing A] [StarModule ℂ A] {γ : Fin (n + 1) → A}
    (hγ : IsMajorana γ) (hs : ∀ a, star (γ a) = γ a) (v : Fin n → ℝ) :
    star (junction γ v) = junction γ v := by
  have hm : star (mode γ v) = mode γ v := by
    unfold mode
    rw [star_sum]
    refine Finset.sum_congr rfl fun a _ => ?_
    rw [star_smul, hs, Complex.star_def, Complex.conj_ofReal]
  unfold junction
  rw [star_smul, star_mul, hm, hs, Complex.star_def, Complex.conj_I,
    central_anticommutes hγ v, smul_neg, neg_smul]

/-- The commutator of the junction Hamiltonian with an outer mode is the central Majorana
times `2i` times the scalar product of couplings and amplitudes. -/
theorem junction_commutator {γ : Fin (n + 1) → A} (hγ : IsMajorana γ) (v w : Fin n → ℝ) :
    junction γ v * mode γ w - mode γ w * junction γ v
      = (2 * Complex.I * ((v ⬝ᵥ w : ℝ) : ℂ)) • γ 0 := by
  have hw : mode γ w * γ 0 = -(γ 0 * mode γ w) := by
    rw [central_anticommutes hγ w, neg_neg]
  unfold junction
  calc Complex.I • (γ 0 * mode γ v) * mode γ w - mode γ w * Complex.I • (γ 0 * mode γ v)
      = Complex.I • (γ 0 * (mode γ v * mode γ w) - mode γ w * γ 0 * mode γ v) := by
        rw [smul_mul_assoc, mul_smul_comm, ← smul_sub, mul_assoc, mul_assoc]
    -- moving `γ 0` to the left turns the commutator into an anticommutator
    _ = Complex.I • (γ 0 * (mode γ v * mode γ w + mode γ w * mode γ v)) := by
        rw [hw]
        congr 1
        noncomm_ring
    _ = (2 * Complex.I * ((v ⬝ᵥ w : ℝ) : ℂ)) • γ 0 := by
        rw [mode_anticommutator hγ, mul_smul_comm, mul_one, smul_smul]
        congr 1
        ring

/-- The junction Hamiltonian squares to the squared length of the coupling vector. -/
theorem junction_sq {γ : Fin (n + 1) → A} (hγ : IsMajorana γ) (v : Fin n → ℝ) :
    junction γ v * junction γ v = ((v ⬝ᵥ v : ℝ) : ℂ) • (1 : A) := by
  have hv : mode γ v * γ 0 = -(γ 0 * mode γ v) := by
    rw [central_anticommutes hγ v, neg_neg]
  have hsq : mode γ v * mode γ v = ((v ⬝ᵥ v : ℝ) : ℂ) • (1 : A) := by
    calc mode γ v * mode γ v
        = (1 / 2 : ℂ) • (mode γ v * mode γ v + mode γ v * mode γ v) := by module
      _ = ((v ⬝ᵥ v : ℝ) : ℂ) • (1 : A) := by
        rw [mode_anticommutator hγ, smul_smul]
        congr 1
        ring
  have h : γ 0 * mode γ v * (γ 0 * mode γ v) = -(mode γ v * mode γ v) := by
    calc γ 0 * mode γ v * (γ 0 * mode γ v)
        = γ 0 * (mode γ v * γ 0) * mode γ v := by simp only [mul_assoc]
      _ = -(γ 0 * γ 0 * (mode γ v * mode γ v)) := by rw [hv]; noncomm_ring
      _ = -(mode γ v * mode γ v) := by rw [central_sq hγ, one_mul]
  unfold junction
  rw [smul_mul_smul_comm, Complex.I_mul_I, h, neg_smul, one_smul, neg_neg, hsq]

/-- The junction Hamiltonian squares to the squared length of the coupling vector `v`, and an
outer mode commutes with it exactly when its amplitudes are orthogonal to `v`. -/
theorem junction_spectrum_and_zero_modes [Nontrivial A] {γ : Fin (n + 1) → A}
    (hγ : IsMajorana γ) (v : Fin n → ℝ) :
    junction γ v * junction γ v = ((v ⬝ᵥ v : ℝ) : ℂ) • (1 : A) ∧
      ∀ w, Commute (mode γ w) (junction γ v) ↔ v ⬝ᵥ w = 0 := by
  refine ⟨junction_sq hγ v, fun w => ?_⟩
  have h0 : γ 0 ≠ 0 := by
    intro h
    have h1 := central_sq hγ
    rw [h, mul_zero] at h1
    exact zero_ne_one h1
  have hc := junction_commutator hγ v w
  constructor
  · intro h
    rw [h.eq, sub_self] at hc
    have h2 := (smul_eq_zero.mp hc.symm).resolve_right h0
    have h3 := (mul_eq_zero.mp h2).resolve_left (mul_ne_zero two_ne_zero Complex.I_ne_zero)
    exact Complex.ofReal_eq_zero.mp h3
  · intro h
    rw [h, Complex.ofReal_zero, mul_zero, zero_smul] at hc
    exact (sub_eq_zero.mp hc).symm

/-- The real space of amplitudes whose outer mode commutes with the junction Hamiltonian. -/
def zeroModes (γ : Fin (n + 1) → A) (v : Fin n → ℝ) : Submodule ℝ (Fin n → ℝ) where
  carrier := {w | Commute (mode γ w) (junction γ v)}
  zero_mem' := by simp [mode]
  add_mem' := by
    intro x y hx hy
    have h : mode γ (x + y) = mode γ x + mode γ y := by
      simp [mode, add_smul, Finset.sum_add_distrib]
    change Commute (mode γ (x + y)) (junction γ v)
    rw [h]
    exact Commute.add_left hx hy
  smul_mem' := by
    intro c x hx
    have h : mode γ (c • x) = (c : ℂ) • mode γ x := by
      unfold mode
      rw [Finset.smul_sum]
      refine Finset.sum_congr rfl fun a _ => ?_
      rw [smul_smul, Pi.smul_apply, smul_eq_mul, Complex.ofReal_mul]
    change Commute (mode γ (c • x)) (junction γ v)
    rw [h]
    exact Commute.smul_left hx _

/-- For a nonzero coupling vector, the amplitudes whose outer mode commutes with the junction
Hamiltonian form a real space of dimension one less than the number of outer Majoranas. -/
theorem finrank_zeroModes [Nontrivial A] {γ : Fin (n + 1) → A} (hγ : IsMajorana γ)
    {v : Fin n → ℝ} (hv : v ≠ 0) : Module.finrank ℝ (zeroModes γ v) + 1 = n := by
  -- the space is the kernel of the functional `w ↦ v ⬝ᵥ w`
  let φ : Module.Dual ℝ (Fin n → ℝ) :=
    { toFun := fun w => v ⬝ᵥ w
      map_add' := fun x y => dotProduct_add v x y
      map_smul' := fun c x => by simp [dotProduct_smul] }
  have hφ : φ ≠ 0 := by
    intro h
    have h1 : v ⬝ᵥ v = 0 := LinearMap.congr_fun h v
    exact hv (dotProduct_self_eq_zero.mp h1)
  have hk : zeroModes γ v = LinearMap.ker φ := by
    ext w
    exact (junction_spectrum_and_zero_modes hγ v).2 w
  rw [hk, Module.Dual.finrank_ker_add_one_of_ne_zero hφ, Module.finrank_fin_fun]

/-- The three Pauli matrices, in the order z, x, y. -/
def pauli : Fin 3 → Matrix (Fin 2) (Fin 2) ℂ :=
  ![!![1, 0; 0, -1], !![0, 1; 1, 0], !![0, -Complex.I; Complex.I, 0]]

/-- The Pauli matrices satisfy the Majorana relations and are Hermitian. -/
theorem pauli_witness : IsMajorana (n := 2) pauli ∧ ∀ a, star (pauli a) = pauli a := by
  constructor
  · intro a b
    fin_cases a <;> fin_cases b <;> ext i j <;> fin_cases i <;> fin_cases j <;>
      simp [pauli] <;> norm_num
  · intro a
    fin_cases a <;> ext i j <;> fin_cases i <;> fin_cases j <;>
      simp [pauli]

end

end MajoranaJunction
```

```lean
#print axioms MajoranaJunction.junction_selfAdjoint
#print axioms MajoranaJunction.junction_spectrum_and_zero_modes
#print axioms MajoranaJunction.finrank_zeroModes
```

```
'MajoranaJunction.junction_selfAdjoint' depends on axioms: [propext, Classical.choice, Quot.sound]
'MajoranaJunction.junction_spectrum_and_zero_modes' depends on axioms: [propext, Classical.choice, Quot.sound]
'MajoranaJunction.finrank_zeroModes' depends on axioms: [propext, Classical.choice, Quot.sound]
```

## Operators, amplitudes and the coupling

The hypothesis `IsMajorana γ` says that for all $a,b$ from $0$ to $n$

$$\gamma_a\gamma_b+\gamma_b\gamma_a = 2\delta_{ab}\,1 .$$

Physically, a Majorana operator is a Hermitian combination such as $c+c^\dagger$ of a fermion operator and its adjoint, and the relations follow from the canonical anticommutation rules for fermions. In the file they are assumed. They also fix the normalisation $\gamma_a^2=1$; with the other common choice, $\gamma_a^2=1/2$, the factors below would change.

Amplitudes are real vectors of type `Fin n → ℝ`, with components $w_0,\dots,w_{n-1}$. Since $\gamma_0$ is reserved for the centre, component $w_a$ belongs to $\gamma_{a+1}$, which Lean writes as `γ a.succ`. The outer mode `mode γ w` and the Hamiltonian `junction γ v` are

$$\gamma(w)=\sum_{a=0}^{n-1} w_a\gamma_{a+1},\qquad H=i\,\gamma_0\,\gamma(v).$$

The scalar product `v ⬝ᵥ w` is $v\cdot w=\sum_a v_aw_a$, and $|v|^2$ means $v\cdot v$. The file uses the scalar product and not Lean's norm because the default norm on `Fin n → ℝ` is the maximum norm.

The main theorem, `junction_spectrum_and_zero_modes`, states that

$$H^2=|v|^2\,1,\qquad\text{and for every } w:\quad \gamma(w)H=H\gamma(w)\iff v\cdot w=0 .$$

The assumption `Nontrivial A` says that $1\neq0$ in the algebra. The formula for $H^2$ holds without it, but in the zero algebra everything commutes, and the equivalence would fail for every $v\neq0$ (take $w=v$).

The second main theorem, `finrank_zeroModes`, counts the commuting modes. The amplitudes $w$ for which $\gamma(w)$ commutes with $H$ form a real vector space, `zeroModes γ v`. If $v\neq0$ and the algebra is again nontrivial, its dimension plus one equals $n$.

## What the model says about a junction

The Hamiltonian describes $n$ outer Majoranas that are each coupled to one central Majorana, as in idealised junctions of topological superconducting wires. The outer Majoranas have no direct coupling to each other, there are no interactions, and the couplings are constant in time.

When $H$ acts on a Hilbert space, $H^2=|v|^2$ restricts its energies to $\pm|v|$. Only the length of the coupling vector enters, so rotating the couplings among the outer Majoranas leaves these two possible values unchanged. For this non-interacting star, that gives a simple check on a numerical diagonalisation of $H$ in the many-particle Fock space. The excitation energy, which a single-particle (Bogoliubov–de Gennes) calculation gives, is the difference $2|v|$. Despite its name, the theorem states the operator identity and not a list of eigenvalues or their degeneracies.

A nonzero outer mode that commutes with $H$ costs no energy: applied to an eigenstate, it gives an eigenstate with the same energy, which may be the same physical state. A nonzero coupling removes one direction, that of $v$, from the outer modes and leaves $n-1$ independent ones. The space `zeroModes` contains outer amplitudes only, so combinations that include $\gamma_0$ are not considered. Adiabatic changes of the couplings, and hence braiding, are not treated either.

Hermiticity of the $\gamma_a$ is not part of `IsMajorana`. It enters as a separate hypothesis in `junction_selfAdjoint`, which shows that $H$ is then Hermitian:

$$H^\dagger=-i\,\gamma(v)\gamma_0=i\,\gamma_0\gamma(v)=H .$$

The first equality uses that the couplings are real, and the second that $\gamma_0$ anticommutes with $\gamma(v)$.

## From the Clifford relations to the commutator

**Two outer modes.** Expanding both products, and exchanging the names of the summation indices in the second, gives

$$\gamma(v)\gamma(w)+\gamma(w)\gamma(v)=\sum_{a,b}v_aw_b\,(\gamma_{a+1}\gamma_{b+1}+\gamma_{b+1}\gamma_{a+1})=\sum_{a,b}v_aw_b\,2\delta_{ab}\,1=2(v\cdot w)\,1 .$$

This is `mode_anticommutator`. Its steps `h1` and `h2` write the two products as double sums with the same coefficients; `Finset.sum_comm` performs the exchange in `h2`. The simplification that follows inserts the Clifford relations and keeps the diagonal terms. For $w=v$, halving the result gives $\gamma(v)^2=|v|^2\,1$.

**The central Majorana.** Every outer index differs from $0$, so $\gamma_0$ anticommutes with each term of $\gamma(w)$ and therefore with the sum:

$$\gamma_0\gamma(w)=-\gamma(w)\gamma_0 .$$

This is `central_anticommutes`. Setting $a=b=0$ in the relations gives $2\gamma_0^2=2$, hence $\gamma_0^2=1$, which is `central_sq`.

**The square of $H$.** Moving the second $\gamma_0$ to the left past $\gamma(v)$ costs one sign, which cancels the sign from $i^2$:

$$H^2=i^2\,\gamma_0\gamma(v)\gamma_0\gamma(v)=\gamma_0^2\,\gamma(v)^2=|v|^2\,1 .$$

In `junction_sq`, the step `h` carries out the reordering and `hsq` supplies $\gamma(v)^2$.

**The commutator.** The same move turns a commutator into an anticommutator:

$$\begin{aligned}
H\gamma(w)-\gamma(w)H
&=i\bigl(\gamma_0\gamma(v)\gamma(w)-\gamma(w)\gamma_0\gamma(v)\bigr)\\
&=i\,\gamma_0\bigl(\gamma(v)\gamma(w)+\gamma(w)\gamma(v)\bigr)\\
&=2i\,(v\cdot w)\,\gamma_0 .
\end{aligned}$$

The `calc` block of `junction_commutator` follows these lines. After `hw` has been used to move $\gamma_0$, `noncomm_ring` checks the rearrangement without assuming that the operators commute.

**The equivalence.** If $v\cdot w=0$, the commutator vanishes. Conversely, suppose that it vanishes, so that $2i(v\cdot w)\gamma_0=0$. In a nontrivial algebra $\gamma_0\neq0$, because $\gamma_0=0$ would give $1=\gamma_0^2=0$. The complex coefficient must then be zero, and so $v\cdot w=0$. The main theorem makes the same argument: `h0` is the statement $\gamma_0\neq0$, and `smul_eq_zero` separates the coefficient from the operator.

## Counting the commuting modes

Since $\gamma(w)$ is linear in $w$, sums and real multiples of commuting modes commute with $H$ as well. This is what the definition of `zeroModes` verifies, and it needs no Clifford relations.

By the equivalence, the space is the kernel of the linear functional $\varphi(w)=v\cdot w$. For $v\neq0$ this functional is nonzero, because $\varphi(v)=|v|^2\neq0$. Its image is therefore all of $\mathbb R$, which has dimension one, and rank–nullity gives

$$\dim\ker\varphi+1=n .$$

In `finrank_zeroModes`, `hφ` shows that the functional is nonzero and `hk` identifies the two spaces. The last line applies Mathlib's dimension formula for such a kernel.

## One outer Majorana, and three Pauli matrices

The smallest junction with a coupling has $n=1$ and $H=i\,v_0\gamma_0\gamma_1$. For Hermitian Majoranas, set $c=(\gamma_0+i\gamma_1)/2$. Then

$$c^\dagger c=\tfrac12(1+i\gamma_0\gamma_1),\qquad H=v_0\,(2c^\dagger c-1),$$

so the junction is a single fermion level, with energy $-v_0$ when empty and $+v_0$ when filled. For $v_0\neq0$ the dimension formula leaves no nonzero commuting outer mode: the only outer Majorana is bound to the centre. If $v=0$, for any $n$, then $H=0$ and every outer mode commutes with it, which is why the counting theorem requires a nonzero $v$.

For $n=2$, `pauli_witness` confirms that the assumptions are satisfied by concrete Hermitian matrices, $\gamma_0=\sigma_z$, $\gamma_1=\sigma_x$ and $\gamma_2=\sigma_y$. Here

$$H=v_1\sigma_x-v_0\sigma_y ,$$

and the amplitudes $w=(-v_1,v_0)$, which are orthogonal to $v$, give $\gamma(w)=-H$, which plainly commutes with $H$. That a single Majorana mode coincides, up to a factor, with a product of two follows here from $\gamma_0\gamma_1\gamma_2=i\,1$, which holds for these matrices but is not a consequence of the Majorana relations. This representation has no fermion-parity operator that anticommutes with all three matrices, so it serves as an example of the algebra and not as the full Fock space of a device.
